# A change t in one hopping amplitude shifts the sum of absolute orbital energies by at most 2|t|

Take two sites with equal site energy, joined by a hopping amplitude s ≥ 0. Measured from the site energy, the levels are −s and +s. Two electrons in the lower level have energy −2s, and the absolute values of the levels add up to 2s. If the bond is strengthened to s + t with t ≥ 0, this sum becomes 2(s + t), so it grows by exactly 2t. In the limit s = 0, two isolated sites become bonded and the whole sum 2t comes from the new bond.

In a larger π system, a change in one bond can move every level. If each of n levels moved by |t| away from zero, the sum would change by n|t|. The bound derived here is 2|t|, whatever the size of the molecule.

## From expectation values to the bound

For a Hermitian matrix A with eigenvalues λ_i, write

E(A) = Σ_i |λ_i|.

The claim is that, for Hermitian A and B of equal size,

|E(A) − E(B)| ≤ E(A − B).

Let the columns of a square matrix U be orthonormal orbitals, and let ᴴ denote the conjugate transpose. Then U Uᴴ = 1, so each row is normalised: Σ_k |U_ik|² = 1. For any square matrix M of that size,

(Uᴴ M U)_kk = Σ_j Σ_i conj(U_ik) M_ij U_jk.

The triangle inequality and 2xy ≤ x² + y² give

|(Uᴴ M U)_kk| ≤ Σ_j Σ_i |M_ij| (|U_ik|² + |U_jk|²)/2.

Summing over k and using the row normalisation twice leaves

Σ_k |(Uᴴ M U)_kk| ≤ Σ_i Σ_j |M_ij|.  (1)

Now let V contain orthonormal eigenvectors of A, so that Vᴴ A V = Λ is diagonal. With W = Vᴴ U, which is again unitary, Uᴴ A U = Wᴴ Λ W. Inequality (1) for Λ and W reads

Σ_k |(Uᴴ A U)_kk| ≤ Σ_i |λ_i| = E(A).  (2)

Next, let X = Y + D or X = Y − D, all Hermitian, and let V now diagonalise X, with eigenvalues x_k. Then

|x_k| = |(Vᴴ Y V)_kk ± (Vᴴ D V)_kk| ≤ |(Vᴴ Y V)_kk| + |(Vᴴ D V)_kk|.

Summing over k and applying (2) to Y and to D gives E(X) ≤ E(Y) + E(D). Since A = B + (A − B) and B = A − (A − B), this yields both

E(A) − E(B) ≤ E(A − B) and E(B) − E(A) ≤ E(A − B),

which is the claim.

In the eigenbasis of A − B, inequality (1) also gives

E(A − B) ≤ Σ_i Σ_j |A_ij − B_ij|.

Changing one bond by t changes one element by t and the mirrored element by conj(t), so the right-hand side is 2|t|.

For non-interacting electrons in a finite Hückel model with orthonormal site orbitals, this limits how far an error in one bond parameter can carry into E.

## Hamiltonian, energy and bond

The finite type `n` labels the sites, and a Hamiltonian is a complex matrix indexed by it.

In Lean 4 with Mathlib:

```lean
import Mathlib

open Matrix

namespace HueckelStability

noncomputable section

variable {n : Type*} [Fintype n] [DecidableEq n]
```

`piEnergy` is E. Its argument `hA` is the proof that A is Hermitian, which makes the eigenvalues real; they are counted with multiplicity. The name differs from textbook use, where the total π energy is the energy of the occupied levels and is normally negative relative to the site energy.

```lean
/-- The sum of the absolute values of the orbital energies of a Hermitian Hamiltonian, taken as the
eigenvalues of the matrix, with no shift of the energy zero. -/
def piEnergy {A : Matrix n n ℂ} (hA : A.IsHermitian) : ℝ :=
  ∑ i, |hA.eigenvalues i|
```

`bond p q t` has the amplitude t in row p, column q, and adds the conjugate transpose. For p = q it is a shift of one site energy by t + conj(t).

```lean
/-- The Hamiltonian of a single hopping term: amplitude `t` from site `q` to site `p`,
together with its Hermitian conjugate. -/
def bond (p q : n) (t : ℂ) : Matrix n n ℂ :=
  Matrix.single p q t + (Matrix.single p q t)ᴴ
```

Taking the conjugate transpose merely exchanges the two terms, so the bond is Hermitian.

```lean
omit [Fintype n] in
/-- A single hopping term is Hermitian. -/
theorem bond_isHermitian (p q : n) (t : ℂ) : (bond p q t).IsHermitian := by
  unfold Matrix.IsHermitian bond
  rw [conjTranspose_add, conjTranspose_conjTranspose, add_comm]
```

The next theorem connects E with an electronic energy. The trace is zero when the site energies, measured from their common value, vanish. For every real x, 2 min(x, 0) = x − |x|. Summed over the levels, the first term gives the trace, and −E remains.

```lean
/-- For a traceless Hamiltonian, placing two electrons in every orbital of negative energy
gives a total energy equal to minus `piEnergy`. -/
theorem double_filling_energy {A : Matrix n n ℂ} (hA : A.IsHermitian) (h0 : A.trace = 0) :
    2 * ∑ i, min (hA.eigenvalues i) 0 = -piEnergy hA := by
  have hs : ∑ i, hA.eigenvalues i = 0 := by
    have h := hA.trace_eq_sum_eigenvalues
    rw [h0] at h
    have h' : ((∑ i, hA.eigenvalues i : ℝ) : ℂ) = 0 := by
      push_cast
      exact h.symm
    exact Complex.ofReal_eq_zero.mp h'
  have hm : ∀ x : ℝ, 2 * min x 0 = x - |x| := by
    intro x
    rcases le_total x 0 with h | h
    · rw [min_eq_left h, abs_of_nonpos h]; ring
    · rw [min_eq_right h, abs_of_nonneg h]; ring
  rw [Finset.mul_sum, Finset.sum_congr rfl (fun i _ => hm (hA.eigenvalues i)),
    Finset.sum_sub_distrib, hs, zero_sub, piEnergy]
```

This filling is set by the signs of the levels and not by an electron count. If, both before and after the change, the trace is zero and the electrons of a molecule doubly fill the negative levels, and no positive ones, then the bound on E is also a bound on the change in its π energy. Levels at zero may hold any number of electrons.

## Orbitals and their expectation values

`exists_orbitals` supplies the matrix V used above. The proof writes the eigenvalue equation for all columns at once, as A V = V Λ, and multiplies by Vᴴ from the left.

```lean
/-- A Hermitian Hamiltonian is diagonal in some orthonormal basis of orbitals, with the
orbital energies on the diagonal. -/
theorem exists_orbitals {A : Matrix n n ℂ} (hA : A.IsHermitian) :
    ∃ V : Matrix n n ℂ, Vᴴ * V = 1 ∧ V * Vᴴ = 1 ∧
      Vᴴ * A * V = diagonal (fun i => (hA.eigenvalues i : ℂ)) := by
  have h1 : (hA.eigenvectorUnitary : Matrix n n ℂ)ᴴ * hA.eigenvectorUnitary = 1 :=
    Matrix.mem_unitaryGroup_iff'.mp hA.eigenvectorUnitary.2
  have hAV : A * (hA.eigenvectorUnitary : Matrix n n ℂ) =
      hA.eigenvectorUnitary * diagonal (fun i => (hA.eigenvalues i : ℂ)) := by
    ext i j
    have h := congrFun (hA.mulVec_eigenvectorBasis j) i
    rw [mul_diagonal]
    simpa [Matrix.mul_apply, mulVec, dotProduct, Matrix.IsHermitian.eigenvectorUnitary_apply,
      mul_comm] using h
  refine ⟨hA.eigenvectorUnitary, h1, mul_eq_one_comm.mp h1, ?_⟩
  rw [Matrix.mul_assoc, hAV, ← Matrix.mul_assoc, h1, Matrix.one_mul]
```

Inequality (1) holds for every square complex M, Hermitian or not. In the proof, `row` is the row normalisation. The `nlinarith` step uses |M_ij| (|U_ik| − |U_jk|)² ≥ 0, which is the inequality 2xy ≤ x² + y² multiplied by |M_ij|. The rest exchanges the sums and carries out the one over k.

```lean
/-- In any orthonormal basis of orbitals (the columns of `U`), the absolute expectation values
of `M` add up to at most the sum of the absolute values of its matrix elements. -/
theorem sum_expectation_le_entries {U : Matrix n n ℂ} (hU : U * Uᴴ = 1) (M : Matrix n n ℂ) :
    ∑ k, ‖(Uᴴ * M * U) k k‖ ≤ ∑ i, ∑ j, ‖M i j‖ := by
  -- each site is shared out completely among the orbitals
  have row : ∀ i, ∑ k, ‖U i k‖ ^ 2 = 1 := by
    intro i
    have h := congrFun (congrFun hU i) i
    rw [Matrix.mul_apply, one_apply_eq] at h
    have h' : ((∑ k, ‖U i k‖ ^ 2 : ℝ) : ℂ) = 1 := by
      push_cast
      exact (Finset.sum_congr rfl fun k _ => (Complex.mul_conj' (U i k)).symm).trans h
    exact_mod_cast h'
  calc ∑ k, ‖(Uᴴ * M * U) k k‖
      ≤ ∑ k, ∑ j, ∑ i, ‖M i j‖ * ((‖U i k‖ ^ 2 + ‖U j k‖ ^ 2) / 2) := by
        refine Finset.sum_le_sum fun k _ => ?_
        rw [Matrix.mul_apply]
        refine (norm_sum_le _ _).trans (Finset.sum_le_sum fun j _ => ?_)
        rw [Matrix.mul_apply, Finset.sum_mul]
        refine (norm_sum_le _ _).trans (Finset.sum_le_sum fun i _ => ?_)
        rw [norm_mul, norm_mul, conjTranspose_apply, norm_star]
        nlinarith [mul_nonneg (norm_nonneg (M i j)) (sq_nonneg (‖U i k‖ - ‖U j k‖))]
    _ = ∑ j, ∑ i, ‖M i j‖ := by
        rw [Finset.sum_comm]
        refine Finset.sum_congr rfl fun j _ => ?_
        rw [Finset.sum_comm]
        refine Finset.sum_congr rfl fun i _ => ?_
        rw [← Finset.mul_sum, ← Finset.sum_div, Finset.sum_add_distrib, row, row]
        norm_num
    _ = ∑ i, ∑ j, ‖M i j‖ := Finset.sum_comm
```

Inequality (2) follows by the change of basis W = Vᴴ U. Here `hW` states that W Wᴴ = 1 and `hE` that Wᴴ Λ W = Uᴴ A U. The last lines reduce the double sum over the elements of Λ to its diagonal.

```lean
/-- In any orthonormal basis of orbitals (the columns of `U`), the absolute expectation values
of a Hermitian Hamiltonian add up to at most its `piEnergy`. -/
theorem sum_expectation_le_piEnergy {A U : Matrix n n ℂ} (hA : A.IsHermitian)
    (hU : U * Uᴴ = 1) : ∑ k, ‖(Uᴴ * A * U) k k‖ ≤ piEnergy hA := by
  obtain ⟨V, h1, h2, hD⟩ := exists_orbitals hA
  -- `Vᴴ * U` expresses the given orbitals in the eigenbasis of `A`
  have hW : (Vᴴ * U) * (Vᴴ * U)ᴴ = 1 := by
    rw [conjTranspose_mul, conjTranspose_conjTranspose]
    calc Vᴴ * U * (Uᴴ * V) = Vᴴ * (U * Uᴴ) * V := by simp only [Matrix.mul_assoc]
      _ = 1 := by rw [hU, Matrix.mul_one, h1]
  have hE : (Vᴴ * U)ᴴ * diagonal (fun i => (hA.eigenvalues i : ℂ)) * (Vᴴ * U)
      = Uᴴ * A * U := by
    rw [← hD, conjTranspose_mul, conjTranspose_conjTranspose]
    calc Uᴴ * V * (Vᴴ * A * V) * (Vᴴ * U) = Uᴴ * (V * Vᴴ) * A * (V * Vᴴ) * U := by
          simp only [Matrix.mul_assoc]
      _ = Uᴴ * A * U := by rw [h2, Matrix.mul_one, Matrix.mul_one]
  have h := sum_expectation_le_entries hW (diagonal (fun i => (hA.eigenvalues i : ℂ)))
  rw [hE] at h
  refine h.trans_eq (Finset.sum_congr rfl fun i _ => ?_)
  refine (Finset.sum_eq_single i (fun j _ hj => ?_) (by simp)).trans ?_
  · rw [diagonal_apply_ne _ hj.symm, norm_zero]
  · rw [diagonal_apply_eq, Complex.norm_real, Real.norm_eq_abs]
```

## Stability under a general change

The hypothesis `h` allows either sign of D, so one lemma serves both directions. `hE` writes E(X) as a sum of absolute expectation values in the eigenbasis of X, and `hle` is the triangle inequality for each orbital.

```lean
/-- If a Hamiltonian `X` arises from `Y` by adding or subtracting `D`, all Hermitian, then its
`piEnergy` is at most that of `Y` plus that of `D`. -/
theorem piEnergy_le_add {X Y D : Matrix n n ℂ} (hX : X.IsHermitian) (hY : Y.IsHermitian)
    (hD : D.IsHermitian) (h : X = Y + D ∨ X = Y - D) :
    piEnergy hX ≤ piEnergy hY + piEnergy hD := by
  obtain ⟨V, -, h2, hV⟩ := exists_orbitals hX
  have hE : piEnergy hX = ∑ i, ‖(Vᴴ * X * V) i i‖ := by
    rw [hV]
    simp [piEnergy]
  -- compare expectation values in the eigenbasis of `X`
  have hle : ∀ i, ‖(Vᴴ * X * V) i i‖ ≤ ‖(Vᴴ * Y * V) i i‖ + ‖(Vᴴ * D * V) i i‖ := by
    intro i
    rcases h with h | h
    · rw [h, Matrix.mul_add, Matrix.add_mul, Matrix.add_apply]
      exact norm_add_le _ _
    · rw [h, Matrix.mul_sub, Matrix.sub_mul, Matrix.sub_apply]
      exact norm_sub_le _ _
  have hsum := Finset.sum_le_sum fun i (_ : i ∈ Finset.univ) => hle i
  rw [Finset.sum_add_distrib] at hsum
  linarith [sum_expectation_le_piEnergy hY h2, sum_expectation_le_piEnergy hD h2]
```

The main theorem applies this lemma twice. The expression `hA.sub hB` is the proof that A − B is Hermitian, so the right-hand side is E(A − B). No condition on the trace is needed, and site energies may change as well as hoppings.

```lean
/-- Stability: the `piEnergy` values of two Hermitian Hamiltonians of equal size differ by at
most the `piEnergy` of their difference. -/
theorem abs_piEnergy_sub_le {A B : Matrix n n ℂ} (hA : A.IsHermitian) (hB : B.IsHermitian) :
    |piEnergy hA - piEnergy hB| ≤ piEnergy (hA.sub hB) := by
  have h1 := piEnergy_le_add hA hB (hA.sub hB) (Or.inl (by abel))
  have h2 := piEnergy_le_add hB hA (hA.sub hB) (Or.inr (by abel))
  exact abs_sub_le_iff.mpr ⟨by linarith, by linarith⟩
```

The version in terms of matrix elements applies (1) in the eigenbasis of A − B. It bounds the effect of changing many parameters at once, with each hopping counted twice because it occurs in two elements.

```lean
/-- The `piEnergy` values of two Hermitian Hamiltonians differ by at most the sum of the
absolute changes of all matrix elements. -/
theorem abs_piEnergy_sub_le_entries {A B : Matrix n n ℂ} (hA : A.IsHermitian)
    (hB : B.IsHermitian) :
    |piEnergy hA - piEnergy hB| ≤ ∑ i, ∑ j, ‖A i j - B i j‖ := by
  refine (abs_piEnergy_sub_le hA hB).trans ?_
  obtain ⟨V, -, h2, hV⟩ := exists_orbitals (hA.sub hB)
  have h := sum_expectation_le_entries h2 (A - B)
  rw [hV] at h
  simpa [piEnergy] using h
```

## One bond, and two sites that attain the bound

In `bond_change_le`, t is the change in the amplitude, not its final value: the new Hamiltonian is A + `bond p q t`. The sum `hS` says that the single hopping term contributes |t|, and its conjugate contributes the same. Bounding the two terms separately also handles p = q, where they fall on the same element.

```lean
/-- Changing the hopping amplitude of one bond by `t` shifts the `piEnergy` of a Hermitian
Hamiltonian by at most `2 |t|`. -/
theorem bond_change_le {A : Matrix n n ℂ} (hA : A.IsHermitian) (p q : n) (t : ℂ) :
    |piEnergy (hA.add (bond_isHermitian p q t)) - piEnergy hA| ≤ 2 * ‖t‖ := by
  refine (abs_piEnergy_sub_le_entries _ _).trans ?_
  have hS : ∑ i, ∑ j, ‖Matrix.single p q t i j‖ = ‖t‖ := by
    refine (Finset.sum_eq_single p (fun i _ hi => ?_) (by simp)).trans
      ((Finset.sum_eq_single q (fun j _ hj => ?_) (by simp)).trans ?_)
    · exact Finset.sum_eq_zero fun j _ => by simp [hi.symm]
    · simp [hj.symm]
    · simp
  -- the hopping term and its conjugate contribute `|t|` each
  calc ∑ i, ∑ j, ‖(A + bond p q t) i j - A i j‖
      ≤ ∑ i, ∑ j, (‖Matrix.single p q t i j‖ + ‖Matrix.single p q t j i‖) := by
        refine Finset.sum_le_sum fun i _ => Finset.sum_le_sum fun j _ => ?_
        rw [Matrix.add_apply, add_sub_cancel_left, bond, Matrix.add_apply]
        refine (norm_add_le _ _).trans_eq ?_
        rw [conjTranspose_apply, norm_star]
    _ = 2 * ‖t‖ := by
        simp only [Finset.sum_add_distrib]
        rw [hS, Finset.sum_comm, hS]
        ring
```

For two sites, the trace and determinant determine the levels a and b:

a + b = 0,  ab = −|t|².

Hence a² = |t|² and b = −a, so E = 2|t|. The proof obtains these two equations as `hs` and `hp`, and combines them to find |a|.

```lean
/-- Two sites joined by a bond of amplitude `t` have `piEnergy` equal to `2 |t|`. -/
theorem two_site_piEnergy (t : ℂ) :
    piEnergy (bond_isHermitian (0 : Fin 2) 1 t) = 2 * ‖t‖ := by
  have tr : (bond (0 : Fin 2) 1 t).trace = 0 := by
    rw [trace_fin_two]
    simp [bond]
  have dt : (bond (0 : Fin 2) 1 t).det = ((-‖t‖ ^ 2 : ℝ) : ℂ) := by
    rw [det_fin_two]
    simp [bond, Complex.mul_conj']
  have h1 := (bond_isHermitian (0 : Fin 2) 1 t).trace_eq_sum_eigenvalues
  have h2 := (bond_isHermitian (0 : Fin 2) 1 t).det_eq_prod_eigenvalues
  rw [tr, Fin.sum_univ_two] at h1
  rw [dt, Fin.prod_univ_two] at h2
  unfold piEnergy
  rw [Fin.sum_univ_two]
  generalize (bond_isHermitian (0 : Fin 2) 1 t).eigenvalues 0 = a at *
  generalize (bond_isHermitian (0 : Fin 2) 1 t).eigenvalues 1 = b at *
  have hs : a + b = 0 := by
    apply Complex.ofReal_injective
    push_cast
    exact h1.symm
  have hp : a * b = -‖t‖ ^ 2 := by
    apply Complex.ofReal_injective
    rw [Complex.ofReal_mul]
    exact h2.symm
  -- the two levels are opposite, and their squares equal `|t|²`
  have ha : |a| = ‖t‖ := by
    have h := (sq_eq_sq_iff_abs_eq_abs a ‖t‖).mp (by linear_combination a * hs - hp)
    rwa [abs_of_nonneg (norm_nonneg t)] at h
  have hb : b = -a := by linarith
  rw [hb, abs_neg, ha]
  ring
```

The final theorem is the opening example, with real, non-negative s and t. The equation `e` adds the two bonds into one of amplitude s + t, and the two-site formula gives 2(s + t) − 2s = 2t. The constant 2 in the single-bond bound therefore can't be lowered for all Hamiltonians.

```lean
/-- The constant 2 is sharp: strengthening the bond between two sites from `s ≥ 0` by
`t ≥ 0` raises the `piEnergy` by exactly `2 t`. -/
theorem bond_change_sharp {s t : ℝ} (hs : 0 ≤ s) (ht : 0 ≤ t) :
    piEnergy ((bond_isHermitian (0 : Fin 2) 1 (s : ℂ)).add (bond_isHermitian 0 1 (t : ℂ)))
      - piEnergy (bond_isHermitian (0 : Fin 2) 1 (s : ℂ)) = 2 * t := by
  have key : ∀ (X : Matrix (Fin 2) (Fin 2) ℂ) (hX : X.IsHermitian),
      X = bond 0 1 ((s + t : ℝ) : ℂ) → piEnergy hX = 2 * ‖((s + t : ℝ) : ℂ)‖ := by
    rintro _ hX rfl
    exact two_site_piEnergy _
  have e : bond (0 : Fin 2) 1 (s : ℂ) + bond 0 1 (t : ℂ) = bond 0 1 ((s + t : ℝ) : ℂ) := by
    ext i j
    fin_cases i <;> fin_cases j <;> simp [bond]
  rw [key _ _ e, two_site_piEnergy, Complex.norm_real, Complex.norm_real,
    Real.norm_of_nonneg (add_nonneg hs ht), Real.norm_of_nonneg hs]
  ring

end

end HueckelStability
```

```lean
#print axioms HueckelStability.double_filling_energy
#print axioms HueckelStability.bond_change_le
#print axioms HueckelStability.bond_change_sharp
```

```
'HueckelStability.double_filling_energy' depends on axioms: [propext, Classical.choice, Quot.sound]
'HueckelStability.bond_change_le' depends on axioms: [propext, Classical.choice, Quot.sound]
'HueckelStability.bond_change_sharp' depends on axioms: [propext, Classical.choice, Quot.sound]
```
